# The character of a rotation by θ on a shell of integer angular momentum l is sin((l+½)θ)/sin(θ/2) when sin(θ/2) ≠ 0

To find how a one-electron $d$ or $f$ level, spin left aside, splits in a crystal field, one can reduce the shell into irreducible representations of the point group by means of characters, among them those of the rotations in the group. For integer $l$ and an angle $\theta$ with $\sin(\theta/2)\neq 0$, the character of a rotation by $\theta$, a sum of $2l+1$ phases, is a single quotient of sines.

```lean
import Mathlib

open scoped Real

namespace RotationCharacter

noncomputable section

/-- The rotation by `θ` about the quantisation axis on the shell of angular momentum `l`:
the state with magnetic quantum number `m` is multiplied by `exp (i m θ)`. -/
def shellRotation (l : ℕ) (θ : ℝ) :
    Matrix (Finset.Icc (-(l : ℤ)) (l : ℤ)) (Finset.Icc (-(l : ℤ)) (l : ℤ)) ℂ :=
  Matrix.diagonal fun m => Complex.exp (Complex.I * ((m : ℤ) : ℂ) * (θ : ℂ))

/-- The character of the rotation by `θ` on the shell `l`, the trace of its matrix. -/
def character (l : ℕ) (θ : ℝ) : ℂ := (shellRotation l θ).trace

/-- The character is the sum of the phases `exp (i m θ)` over `m` from `-l` to `l`. -/
theorem character_eq_sum (l : ℕ) (θ : ℝ) :
    character l θ = ∑ m ∈ Finset.Icc (-(l : ℤ)) (l : ℤ),
      Complex.exp (Complex.I * (m : ℂ) * (θ : ℂ)) := by
  unfold character shellRotation
  rw [Matrix.trace_diagonal]
  exact Finset.sum_coe_sort (Finset.Icc (-(l : ℤ)) (l : ℤ))
    (fun m : ℤ => Complex.exp (Complex.I * (m : ℂ) * (θ : ℂ)))

/-- Passing from the shell `l` to the shell `l + 1` adds `2 cos ((l + 1) θ)` to the character. -/
theorem character_succ (l : ℕ) (θ : ℝ) :
    character (l + 1) θ =
      character l θ + 2 * ((Real.cos (((l + 1 : ℕ) : ℝ) * θ) : ℝ) : ℂ) := by
  -- the new magnetic quantum numbers are `l + 1` and `-(l + 1)`
  have h : Finset.Icc (-((l + 1 : ℕ) : ℤ)) ((l + 1 : ℕ) : ℤ) =
      insert ((l : ℤ) + 1) (insert (-((l : ℤ) + 1)) (Finset.Icc (-(l : ℤ)) (l : ℤ))) := by
    ext m
    simp only [Finset.mem_insert, Finset.mem_Icc]
    push_cast
    omega
  have e1 : Complex.exp (Complex.I * (((l : ℤ) + 1 : ℤ) : ℂ) * (θ : ℂ)) =
      Complex.exp (((l : ℂ) + 1) * θ * Complex.I) := by
    congr 1
    push_cast
    ring
  have e2 : Complex.exp (Complex.I * ((-((l : ℤ) + 1) : ℤ) : ℂ) * (θ : ℂ)) =
      Complex.exp (-(((l : ℂ) + 1) * θ) * Complex.I) := by
    congr 1
    push_cast
    ring
  rw [character_eq_sum, character_eq_sum, h,
    Finset.sum_insert (by simp only [Finset.mem_insert, Finset.mem_Icc]; omega),
    Finset.sum_insert (by simp only [Finset.mem_Icc]; omega), e1, e2]
  push_cast
  rw [Complex.cos]
  ring

/-- At every angle, the character times `sin (θ/2)` is `sin ((l + 1/2) θ)`. -/
theorem character_mul_sin (l : ℕ) (θ : ℝ) :
    character l θ * ((Real.sin (θ / 2) : ℝ) : ℂ) =
      ((Real.sin (((l : ℝ) + 1 / 2) * θ) : ℝ) : ℂ) := by
  induction l with
  | zero =>
    have h : (((0 : ℕ) : ℝ) + 1 / 2) * θ = θ / 2 := by
      push_cast
      ring
    rw [h, character_eq_sum]
    simp
  | succ l ih =>
    have h : Real.sin ((((l + 1 : ℕ) : ℝ) + 1 / 2) * θ) =
        Real.sin (((l : ℝ) + 1 / 2) * θ) +
          2 * Real.cos (((l + 1 : ℕ) : ℝ) * θ) * Real.sin (θ / 2) := by
      have e1 : (((l + 1 : ℕ) : ℝ) + 1 / 2) * θ = ((l + 1 : ℕ) : ℝ) * θ + θ / 2 := by ring
      have e2 : ((l : ℝ) + 1 / 2) * θ = ((l + 1 : ℕ) : ℝ) * θ - θ / 2 := by
        push_cast
        ring
      rw [e1, e2, Real.sin_add, Real.sin_sub]
      ring
    rw [character_succ, add_mul, ih, h, Complex.ofReal_add, Complex.ofReal_mul,
      Complex.ofReal_mul, Complex.ofReal_ofNat]

/-- If `sin (θ/2)` is nonzero, the character of the rotation by `θ` on the shell `l` is
`sin ((l + 1/2) θ) / sin (θ/2)`. -/
theorem character_eq_sin_div_sin (l : ℕ) (θ : ℝ) (hθ : Real.sin (θ / 2) ≠ 0) :
    character l θ = ((Real.sin (((l : ℝ) + 1 / 2) * θ) / Real.sin (θ / 2) : ℝ) : ℂ) := by
  rw [Complex.ofReal_div, eq_div_iff (Complex.ofReal_ne_zero.mpr hθ)]
  exact character_mul_sin l θ

/-- For a whole number of full turns the character is the dimension `2 l + 1` of the shell. -/
theorem character_full_turn (l : ℕ) (n : ℤ) :
    character l (2 * π * n) = 2 * (l : ℂ) + 1 := by
  have h : ∀ m ∈ Finset.Icc (-(l : ℤ)) (l : ℤ),
      Complex.exp (Complex.I * (m : ℂ) * ((2 * π * n : ℝ) : ℂ)) = 1 := by
    intro m _
    exact Complex.exp_eq_one_iff.mpr ⟨m * n, by push_cast; ring⟩
  have hc : ((l : ℤ) + 1 - (-(l : ℤ))).toNat = 2 * l + 1 := by omega
  rw [character_eq_sum, Finset.sum_congr rfl h, Finset.sum_const, Int.card_Icc, hc,
    nsmul_eq_mul]
  push_cast
  ring

/-- The character of a half turn on the shell `l` is `(-1) ^ l`. -/
theorem character_half_turn (l : ℕ) : character l π = (-1) ^ l := by
  induction l with
  | zero =>
    rw [character_eq_sum]
    simp
  | succ l ih =>
    rw [character_succ, ih, Real.cos_nat_mul_pi]
    push_cast
    ring

/-- For an `n`-fold rotation with `n ≥ 2`, the shells `l` and `l + n` have the same character. -/
theorem character_add_fold (l n : ℕ) (hn : 2 ≤ n) :
    character (l + n) (2 * π / n) = character l (2 * π / n) := by
  have hn' : (2 : ℝ) ≤ n := by exact_mod_cast hn
  have hpos : (0 : ℝ) < n := by linarith
  have hs : Real.sin (2 * π / n / 2) ≠ 0 := by
    apply ne_of_gt
    apply Real.sin_pos_of_pos_of_lt_pi (by positivity)
    rw [div_div, div_lt_iff₀ (by positivity)]
    nlinarith [Real.pi_pos]
  have hturn : (n : ℝ) * (2 * π / n) = 2 * π := by field_simp
  -- the angles in the two numerators differ by `2 π`, a full period of the sine
  have e : (((l + n : ℕ) : ℝ) + 1 / 2) * (2 * π / n) =
      ((l : ℝ) + 1 / 2) * (2 * π / n) + 2 * π := by
    push_cast
    linear_combination hturn
  apply mul_right_cancel₀ (Complex.ofReal_ne_zero.mpr hs)
  rw [character_mul_sin, character_mul_sin, e, Real.sin_add_two_pi]

/-- The characters of `N` consecutive shells starting at `d`, summed and multiplied by
`2 sin² (θ/2)`, give `cos (d θ) - cos ((d + N) θ)`. -/
theorem sum_character_telescope (d N : ℕ) (θ : ℝ) :
    2 * ((Real.sin (θ / 2) : ℝ) : ℂ) ^ 2 * ∑ k ∈ Finset.range N, character (d + k) θ =
      ((Real.cos ((d : ℝ) * θ) - Real.cos (((d : ℝ) + (N : ℝ)) * θ) : ℝ) : ℂ) := by
  induction N with
  | zero => simp
  | succ N ih =>
    have h : Real.cos ((d : ℝ) * θ) - Real.cos (((d : ℝ) + ((N + 1 : ℕ) : ℝ)) * θ) =
        (Real.cos ((d : ℝ) * θ) - Real.cos (((d : ℝ) + (N : ℝ)) * θ)) +
          2 * Real.sin (θ / 2) * Real.sin ((((d + N : ℕ) : ℝ) + 1 / 2) * θ) := by
      have e1 : ((d : ℝ) + (N : ℝ)) * θ = (((d + N : ℕ) : ℝ) + 1 / 2) * θ - θ / 2 := by
        push_cast
        ring
      have e2 : ((d : ℝ) + ((N + 1 : ℕ) : ℝ)) * θ =
          (((d + N : ℕ) : ℝ) + 1 / 2) * θ + θ / 2 := by
        push_cast
        ring
      rw [e1, e2, Real.cos_sub, Real.cos_add]
      ring
    rw [Finset.sum_range_succ, h, Complex.ofReal_add, ← ih, Complex.ofReal_mul,
      Complex.ofReal_mul, Complex.ofReal_ofNat, ← character_mul_sin]
    ring

/-- Clebsch-Gordan series for characters: for `l₂ ≤ l₁` the product of the characters of two
shells is the sum of the characters of the shells `L` from `l₁ - l₂` to `l₁ + l₂`. -/
theorem clebsch_gordan_character (l₁ l₂ : ℕ) (h : l₂ ≤ l₁) (θ : ℝ) :
    character l₁ θ * character l₂ θ =
      ∑ L ∈ Finset.Icc (l₁ - l₂) (l₁ + l₂), character L θ := by
  obtain ⟨d, rfl⟩ : ∃ d, l₁ = d + l₂ := ⟨l₁ - l₂, by omega⟩
  have hset : Finset.Icc (d + l₂ - l₂) (d + l₂ + l₂) = Finset.Ico d (d + (2 * l₂ + 1)) := by
    ext L
    simp only [Finset.mem_Icc, Finset.mem_Ico]
    omega
  rw [hset, Finset.sum_Ico_eq_sum_range, Nat.add_sub_cancel_left]
  by_cases hs : Real.sin (θ / 2) = 0
  · -- full turns: both sides count dimensions
    obtain ⟨n, hn⟩ := Real.sin_eq_zero_iff.mp hs
    have hθ : θ = 2 * π * n := by linarith
    have aux : ∀ N : ℕ, ∑ k ∈ Finset.range N, (2 * ((d + k : ℕ) : ℂ) + 1) =
        (N : ℂ) * (2 * d + N) := by
      intro N
      induction N with
      | zero => simp
      | succ N ih =>
        rw [Finset.sum_range_succ, ih]
        push_cast
        ring
    rw [hθ]
    simp only [character_full_turn]
    rw [aux]
    push_cast
    ring
  · -- other angles: compare after multiplication by `2 sin² (θ/2)`
    have hs' : 2 * ((Real.sin (θ / 2) : ℝ) : ℂ) ^ 2 ≠ 0 :=
      mul_ne_zero two_ne_zero (pow_ne_zero 2 (Complex.ofReal_ne_zero.mpr hs))
    have hcos : Real.cos ((d : ℝ) * θ) - Real.cos (((d : ℝ) + ((2 * l₂ + 1 : ℕ) : ℝ)) * θ) =
        2 * Real.sin ((((d + l₂ : ℕ) : ℝ) + 1 / 2) * θ) *
          Real.sin (((l₂ : ℝ) + 1 / 2) * θ) := by
      have e1 : (d : ℝ) * θ =
          (((d + l₂ : ℕ) : ℝ) + 1 / 2) * θ - ((l₂ : ℝ) + 1 / 2) * θ := by
        push_cast
        ring
      have e2 : ((d : ℝ) + ((2 * l₂ + 1 : ℕ) : ℝ)) * θ =
          (((d + l₂ : ℕ) : ℝ) + 1 / 2) * θ + ((l₂ : ℝ) + 1 / 2) * θ := by
        push_cast
        ring
      rw [e1, e2, Real.cos_sub, Real.cos_add]
      ring
    apply mul_left_cancel₀ hs'
    rw [sum_character_telescope, hcos, Complex.ofReal_mul, Complex.ofReal_mul,
      Complex.ofReal_ofNat, ← character_mul_sin, ← character_mul_sin]
    ring

end

end RotationCharacter
```

```lean
#print axioms RotationCharacter.character_eq_sin_div_sin
#print axioms RotationCharacter.character_half_turn
#print axioms RotationCharacter.character_add_fold
#print axioms RotationCharacter.clebsch_gordan_character
```

```
'RotationCharacter.character_eq_sin_div_sin' depends on axioms: [propext, Classical.choice, Quot.sound]
'RotationCharacter.character_half_turn' depends on axioms: [propext, Classical.choice, Quot.sound]
'RotationCharacter.character_add_fold' depends on axioms: [propext, Classical.choice, Quot.sound]
'RotationCharacter.clebsch_gordan_character' depends on axioms: [propext, Classical.choice, Quot.sound]
```

## A shell as a diagonal matrix

The states of the shell are labelled by the magnetic quantum number $m$, an integer from $-l$ to $l$. In `shellRotation l θ` these integers index the rows and columns, and the rotation about the quantisation axis multiplies state $m$ by $e^{im\theta}$. This action is taken as the definition; it is not derived from spherical harmonics or angular momentum operators. The opposite sign convention, $e^{-im\theta}$, gives the same trace, because $m$ runs symmetrically about zero.

The trace is `character l θ`, written $\chi_l(\theta)$ below. It is a complex number, and `character_eq_sin_div_sin` equates it with a real quotient, so it also says that the character is real. The angle is any real number in radians, and `l : ℕ` leaves out half-integer angular momentum. Rotations about other axes and improper operations are not modelled. A rotation by the same angle about another axis is conjugate to this one in the rotation group, so it has the same character; this fact is not proved here.

The hypothesis `hθ` excludes full turns. At $\theta=0$ and $l=0$ the character is $1$, while the quotient is $0/0$, which Lean evaluates as $0$, so the formula fails there. The value at full turns is given by `character_full_turn`: every phase is $1$, and the character is the dimension $2l+1$.

## Adding one pair of states at a time

Going from $l$ to $l+1$ adds the states $m=\pm(l+1)$:

$$\chi_{l+1}(\theta)=\chi_l(\theta)+e^{i(l+1)\theta}+e^{-i(l+1)\theta}=\chi_l(\theta)+2\cos((l+1)\theta).$$

This is `character_succ`. Its proof writes the larger range of $m$ as the smaller one with two integers inserted, splits off their terms with `Finset.sum_insert`, and recognises the cosine.

The next step, `character_mul_sin`, holds at every angle:

$$\chi_l(\theta)\sin(\theta/2)=\sin((l+\tfrac12)\theta).$$

For $l=0$ the character is $1$ and both sides are $\sin(\theta/2)$. For the induction step, the addition theorems applied to $(l+1)\theta\pm\theta/2$ give

$$2\cos((l+1)\theta)\sin(\theta/2)=\sin((l+\tfrac32)\theta)-\sin((l+\tfrac12)\theta).$$

Adding this to the identity for $l$ gives the identity for $l+1$. In Lean, `e1` and `e2` rewrite the two angles, and `Real.sin_add` and `Real.sin_sub` expand them. Division by $\sin(\theta/2)$, through `eq_div_iff`, finishes the main theorem.

## Half turns and n-fold axes

For a half turn, $\cos((l+1)\pi)=(-1)^{l+1}$, so the recursion gives $(-1)^l+2(-1)^{l+1}=(-1)^{l+1}$. Starting from $\chi_0(\pi)=1$, this proves $\chi_l(\pi)=(-1)^l$.

For $\theta=2\pi/n$ with $n\ge 2$, replacing $l$ by $l+n$ raises the angle $(l+\tfrac12)\theta$ by $2\pi$ and leaves its sine unchanged. Since $0<\pi/n\le\pi/2$, the factor $\sin(\theta/2)$ is positive and cancels, so `character_add_fold` gives $\chi_{l+n}=\chi_l$ at this angle.

## The Clebsch–Gordan series for characters

Let $l_2\le l_1$ and $d=l_1-l_2$. Multiplying one character by $2\sin^2(\theta/2)$ gives

$$2\sin(\theta/2)\sin((L+\tfrac12)\theta)=\cos(L\theta)-\cos((L+1)\theta).$$

Summed over $L$ from $d$ to $l_1+l_2=d+2l_2$, the cosines telescope to $\cos(d\theta)-\cos((d+2l_2+1)\theta)$, as `sum_character_telescope` proves by induction on the number of shells. The addition theorems, in the step `hcos` of `clebsch_gordan_character`, turn this difference into a product:

$$\cos(d\theta)-\cos((d+2l_2+1)\theta)=2\sin((l_1+\tfrac12)\theta)\sin((l_2+\tfrac12)\theta).$$

By `character_mul_sin`, the right side is $2\sin^2(\theta/2)\,\chi_{l_1}(\theta)\chi_{l_2}(\theta)$. If $\sin(\theta/2)\neq0$, the common factor cancels.

At full turns that factor is zero, so `clebsch_gordan_character` treats them separately by counting dimensions:

$$\sum_{L=d}^{d+2l_2}(2L+1)=(2l_2+1)(2d+2l_2+1)=(2l_2+1)(2l_1+1).$$

The theorem equates characters at every angle. It constructs neither the coupled states nor the Clebsch–Gordan coefficients.
